# A convergent sequence whose Aitken extrapolants have no limit

An iteration, for instance a self-consistent-field (SCF) cycle, produces successive values x(0), x(1), x(2), … of some scalar such as the total energy. One would like to estimate their limit s from a few of them. Write

Δx(n) = x(n+1) − x(n)

Δ²x(n) = x(n+2) − 2x(n+1) + x(n) = Δx(n+1) − Δx(n)

for the increment and the second difference. Aitken extrapolation replaces x(n) by

A(n) = x(n) − (Δx(n))² / Δ²x(n),

which is exactly s when the error s − x(n) is a nonzero geometric sequence with ratio different from 1. For the sequence below, x(n) converges and no denominator vanishes, yet A(n) approaches one value along even n and another along odd n. In this sense the extrapolation is not regular: it need not preserve the limit of a convergent sequence.

Throughout, A(n) carries the index of the first of the three iterates it uses. Sequences are functions from ℕ to ℝ, and "step n" leads from x(n) to x(n+1).

```lean
import Mathlib

open Filter Topology

namespace AitkenNonRegular

noncomputable section
```

The second difference is written for an arbitrary real sequence.

```lean
/-- The second difference `x(n+2) - 2 x(n+1) + x(n)` of a real sequence. -/
def secondDiff (x : ℕ → ℝ) (n : ℕ) : ℝ := x (n + 2) - 2 * x (n + 1) + x n
```

The Aitken value follows the formula above.

```lean
/-- The Aitken extrapolation of three successive iterates, meaningful where the second
difference is nonzero. -/
def aitken (x : ℕ → ℝ) (n : ℕ) : ℝ := x n - (x (n + 1) - x n) ^ 2 / secondDiff x n
```

Lean sets division by zero to zero, so `aitken x n` would return x(n) at a vanishing second difference; the main theorem therefore includes a proof that this never happens here.

## Increments in pairs

Fix a real number b. The increments come in pairs labelled by k = 0, 1, 2, …:

Δx(2k) = 2^(−k)

Δx(2k+1) = 2^(−k) + b·4^(−k).

The parameter b sets the size of the mismatch within a pair, which decays faster than the increments themselves.

```lean
/-- The increments: `2^(-k)` at step `2k` and `2^(-k) + b 4^(-k)` at step `2k+1`. -/
def increment (b : ℝ) (n : ℕ) : ℝ :=
  (1 / 2) ^ (n / 2) + if n % 2 = 1 then b * (1 / 4) ^ (n / 2) else 0
```

Here `n / 2` is division of natural numbers, rounded down, so it returns k for both n = 2k and n = 2k+1. The remainder `n % 2` decides whether the mismatch is added.

The iterates start at x(0) = 0 and add up the increments:

x(n) = Δx(0) + Δx(1) + … + Δx(n−1).

```lean
/-- The iterates that start at zero and advance by the given increments. -/
def iterates (b : ℝ) (n : ℕ) : ℝ := ∑ i ∈ Finset.range n, increment b i
```

For b = 1 they begin 0, 1, 3, 7/2, 17/4. The first step of each pair gives

x(2k+1) = x(2k) + 2^(−k).

```lean
/-- From an even index the iterate advances by `2^(-k)`. -/
theorem step_even (b : ℝ) (k : ℕ) :
    iterates b (2 * k + 1) = iterates b (2 * k) + (1 / 2) ^ k := by
  have h : increment b (2 * k) = (1 / 2) ^ k := by
    unfold increment
    rw [if_neg (by omega), add_zero, show 2 * k / 2 = k by omega]
  unfold iterates
  rw [Finset.sum_range_succ, h]
```

The second gives

x(2k+2) = x(2k+1) + 2^(−k) + b·4^(−k).

```lean
/-- From an odd index the iterate advances by `2^(-k) + b 4^(-k)`. -/
theorem step_odd (b : ℝ) (k : ℕ) :
    iterates b (2 * k + 2) = iterates b (2 * k + 1) + ((1 / 2) ^ k + b * (1 / 4) ^ k) := by
  have h : increment b (2 * k + 1) = (1 / 2) ^ k + b * (1 / 4) ^ k := by
    unfold increment
    rw [if_pos (by omega), show (2 * k + 1) / 2 = k by omega]
  unfold iterates
  rw [Finset.sum_range_succ _ (2 * k + 1), h]
```

In both proofs `omega` settles the parity and the rounded division, and `Finset.sum_range_succ` splits off the last term of the sum.

## Second differences of alternating size

At an even index the two increments belong to the same pair, and their leading parts cancel:

Δ²x(2k) = (2^(−k) + b·4^(−k)) − 2^(−k) = b·4^(−k).

At an odd index the next increment belongs to the following pair:

Δ²x(2k+1) = 2^(−(k+1)) − (2^(−k) + b·4^(−k)) = −(2^(−k)/2 + b·4^(−k)).

```lean
/-- The second differences are `b 4^(-k)` at index `2k` and `-(2^(-k)/2 + b 4^(-k))` at
index `2k+1`. -/
theorem secondDiff_iterates (b : ℝ) (k : ℕ) :
    secondDiff (iterates b) (2 * k) = b * (1 / 4) ^ k ∧
    secondDiff (iterates b) (2 * k + 1) = -((1 / 2) ^ k / 2 + b * (1 / 4) ^ k) := by
  have h3 : iterates b (2 * k + 3) = iterates b (2 * k + 2) + (1 / 2) ^ (k + 1) :=
    step_even b (k + 1)
  constructor
  · unfold secondDiff
    rw [step_odd, step_even]
    ring
  · change iterates b (2 * k + 3) - 2 * iterates b (2 * k + 2) + iterates b (2 * k + 1) = _
    rw [h3, step_odd, pow_succ]
    ring
```

The auxiliary equation `h3` is the even-step formula at k+1. Using 2^(−k) there instead of 2^(−(k+1)) would give Δ²x(2k+1) = −b·4^(−k), and for b > 0 the odd Aitken values would then seem to tend to s + 1/b instead of s.

## The limit of the iterates

One pair of steps adds 2·2^(−k) + b·4^(−k). Summing the two geometric series gives

x(2k) = 4(1 − 2^(−k)) + (4b/3)(1 − 4^(−k)).

At k = 0 this is zero. If it holds at k, then adding the next pair changes −4·2^(−k) into −2·2^(−k) = −4·2^(−(k+1)), and −(4b/3)·4^(−k) into −(b/3)·4^(−k) = −(4b/3)·4^(−(k+1)), so it holds at k+1. As k grows, both powers vanish and

x(2k) → s = 4 + 4b/3.

Since x(2k+1) = x(2k) + 2^(−k), the odd iterates have the same limit, and so does the whole sequence.

```lean
/-- The iterates converge to `4 + 4b/3`. -/
theorem iterates_tendsto (b : ℝ) : Tendsto (iterates b) atTop (𝓝 (4 + 4 * b / 3)) := by
  -- closed form at even indices
  have closed : ∀ k : ℕ, iterates b (2 * k) =
      4 + 4 * b / 3 - 4 * (1 / 2) ^ k - 4 * b / 3 * (1 / 4) ^ k := by
    intro k
    induction k with
    | zero =>
      simp only [iterates, mul_zero, Finset.range_zero, Finset.sum_empty, pow_zero]
      ring
    | succ k ih =>
      rw [show 2 * (k + 1) = 2 * k + 2 by ring, step_odd, step_even, ih, pow_succ, pow_succ]
      ring
  have h2 : Tendsto (fun k : ℕ => (1 / 2 : ℝ) ^ k) atTop (𝓝 0) :=
    tendsto_pow_atTop_nhds_zero_of_lt_one (by norm_num) (by norm_num)
  have h4 : Tendsto (fun k : ℕ => (1 / 4 : ℝ) ^ k) atTop (𝓝 0) :=
    tendsto_pow_atTop_nhds_zero_of_lt_one (by norm_num) (by norm_num)
  have he : Tendsto (fun k : ℕ => iterates b (2 * k)) atTop (𝓝 (4 + 4 * b / 3)) := by
    have h := ((tendsto_const_nhds (x := 4 + 4 * b / 3)).sub (h2.const_mul 4)).sub
      (h4.const_mul (4 * b / 3))
    simp only [mul_zero, sub_zero] at h
    exact h.congr fun k => (closed k).symm
  have ho : Tendsto (fun k : ℕ => iterates b (2 * k + 1)) atTop (𝓝 (4 + 4 * b / 3)) := by
    have h := he.add h2
    rw [add_zero] at h
    exact h.congr fun k => (step_even b k).symm
  -- the even and the odd half together exhaust the sequence
  rw [Metric.tendsto_atTop] at he ho ⊢
  intro ε hε
  obtain ⟨N, hN⟩ := he ε hε
  obtain ⟨M, hM⟩ := ho ε hε
  refine ⟨2 * (N + M) + 1, fun n hn => ?_⟩
  rcases Nat.even_or_odd' n with ⟨k, rfl | rfl⟩
  · exact hN k (by omega)
  · exact hM k (by omega)
```

The induction proves `closed`; `he` and `ho` are the limits of the two halves. To join them, the proof takes a tolerance ε and thresholds N and M for the halves. Every n ≥ 2(N+M)+1 then has a half-index k with k ≥ N and k ≥ M, whichever its parity. This theorem holds for every real b.

## When the extrapolation keeps the limit

Let x now be any real sequence with limit s, and let φ(k) be indices that tend to infinity. Suppose that for some δ > 0 and all k, at n = φ(k),

Δ²x(n) ≠ 0 and δ|Δx(n)| ≤ |Δ²x(n)|.

Multiplying the inequality by |Δx(n)| and dividing by δ|Δ²x(n)| gives

|A(n) − x(n)| = |Δx(n)|² / |Δ²x(n)| ≤ |Δx(n)| / δ.

The right-hand side tends to zero because x converges, so A(φ(k)) → s. Where Δx(n) ≠ 0, the condition says that the ratio Δx(n+1)/Δx(n) stays at least δ away from 1.

```lean
/-- Let `x` converge to `s`. Along any subsequence of indices where the second difference is
nonzero and at least a fixed positive fraction `δ` of the increment in size, the Aitken values
tend to `s`. -/
theorem aitken_tendsto_along {x : ℕ → ℝ} {s δ : ℝ} {φ : ℕ → ℕ} (hx : Tendsto x atTop (𝓝 s))
    (hφ : Tendsto φ atTop atTop) (hδ : 0 < δ) (hne : ∀ k, secondDiff x (φ k) ≠ 0)
    (hb : ∀ k, δ * |x (φ k + 1) - x (φ k)| ≤ |secondDiff x (φ k)|) :
    Tendsto (fun k => aitken x (φ k)) atTop (𝓝 s) := by
  -- the correction is at most the increment divided by `δ`
  have bound : ∀ k, ‖aitken x (φ k) - x (φ k)‖ ≤ |x (φ k + 1) - x (φ k)| / δ := by
    intro k
    have e : aitken x (φ k) - x (φ k) =
        -((x (φ k + 1) - x (φ k)) ^ 2 / secondDiff x (φ k)) := by
      unfold aitken
      ring
    rw [Real.norm_eq_abs, e, abs_neg, abs_div, abs_pow,
      div_le_div_iff₀ (abs_pos.mpr (hne k)) hδ]
    have h := mul_le_mul_of_nonneg_left (hb k) (abs_nonneg (x (φ k + 1) - x (φ k)))
    linarith
  have hstep : Tendsto (fun k => |x (φ k + 1) - x (φ k)| / δ) atTop (𝓝 0) := by
    have h1 : Tendsto (fun k => x (φ k + 1)) atTop (𝓝 s) :=
      hx.comp ((tendsto_add_atTop_nat 1).comp hφ)
    have h := ((h1.sub (hx.comp hφ)).abs).div_const δ
    simpa only [Function.comp_apply, sub_self, abs_zero, zero_div] using h
  have h := (squeeze_zero_norm bound hstep).add (hx.comp hφ)
  rw [zero_add] at h
  exact h.congr fun k => sub_add_cancel _ _
```

The inequality is `bound`, obtained by cross-multiplication with `div_le_div_iff₀`. The vanishing of the right-hand side is `hstep`, and `squeeze_zero_norm` combines the two. The function φ need not be increasing.

## A constant offset at even indices

For the constructed sequence with b ≠ 0, the squared increment and the second difference at an even index decay at the same rate:

(Δx(2k))² / Δ²x(2k) = (2^(−k))² / (b·4^(−k)) = 4^(−k) / (b·4^(−k)) = 1/b.

Hence, for every k and not only in the limit,

A(2k) = x(2k) − 1/b.

```lean
/-- At even indices the Aitken value equals the current iterate minus `1/b`, for nonzero `b`. -/
theorem aitken_even {b : ℝ} (hb : b ≠ 0) (k : ℕ) :
    aitken (iterates b) (2 * k) = iterates b (2 * k) - 1 / b := by
  have hq : (1 / 4 : ℝ) ^ k ≠ 0 := by positivity
  have hsq : ((1 / 2 : ℝ) ^ k) ^ 2 = (1 / 4) ^ k := by
    rw [← pow_mul, mul_comm, pow_mul]
    norm_num
  have hr : (1 / 4 : ℝ) ^ k / (b * (1 / 4) ^ k) = 1 / b := by
    rw [div_eq_div_iff (mul_ne_zero hb hq) hb]
    ring
  unfold aitken
  rw [(secondDiff_iterates b k).1, step_even, add_sub_cancel_left, hsq, hr]
```

The proof checks (2^(−k))² = 4^(−k) in `hsq` and the quotient in `hr`, then substitutes both. For b > 0 the second increment of a pair is larger than the first, by b·4^(−k). A geometric fit therefore sees growing increments, with a ratio above 1, and places its fixed point behind the current iterate. The smaller the mismatch b, the larger the offset.

## Two limits for one extrapolation

Let b > 0. Both expressions for the second difference are then nonzero. The condition b ≠ 0 alone would not ensure this, since Δ²x(1) = 0 at b = −1/2. Along even indices,

A(2k) = x(2k) − 1/b → s − 1/b.

Along odd indices the criterion applies with δ = 1/2, because

|Δ²x(2k+1)| = 2^(−k)/2 + b·4^(−k) ≥ (2^(−k) + b·4^(−k))/2 = |Δx(2k+1)|/2,

and therefore A(2k+1) → s.

```lean
/-- For `b > 0` the iterates converge to `s = 4 + 4b/3` and all second differences are nonzero,
but the Aitken values tend to `s - 1/b` along even indices and to `s` along odd ones. -/
theorem aitken_not_regular {b : ℝ} (hb : 0 < b) :
    Tendsto (iterates b) atTop (𝓝 (4 + 4 * b / 3)) ∧
    (∀ n, secondDiff (iterates b) n ≠ 0) ∧
    Tendsto (fun k => aitken (iterates b) (2 * k)) atTop (𝓝 (4 + 4 * b / 3 - 1 / b)) ∧
    Tendsto (fun k => aitken (iterates b) (2 * k + 1)) atTop (𝓝 (4 + 4 * b / 3)) := by
  have hlim := iterates_tendsto b
  have hne : ∀ n, secondDiff (iterates b) n ≠ 0 := by
    intro n
    rcases Nat.even_or_odd' n with ⟨k, rfl | rfl⟩
    · rw [(secondDiff_iterates b k).1]
      positivity
    · rw [(secondDiff_iterates b k).2]
      exact neg_ne_zero.mpr (by positivity)
  have h2 : Tendsto (fun k : ℕ => 2 * k) atTop atTop :=
    tendsto_atTop_mono (fun k => (by omega : k ≤ 2 * k)) tendsto_id
  have h3 : Tendsto (fun k : ℕ => 2 * k + 1) atTop atTop :=
    tendsto_atTop_mono (fun k => (by omega : k ≤ 2 * k + 1)) tendsto_id
  refine ⟨hlim, hne, ?_, ?_⟩
  · exact ((hlim.comp h2).sub_const (1 / b)).congr fun k => (aitken_even hb.ne' k).symm
  · -- at odd indices the second difference is at least half the increment
    refine aitken_tendsto_along hlim h3 (δ := 1 / 2) (by norm_num) (fun k => hne _) ?_
    intro k
    have hp : (0 : ℝ) < (1 / 2) ^ k := by positivity
    have hq : 0 < b * (1 / 4 : ℝ) ^ k := by positivity
    have hs : iterates b (2 * k + 1 + 1) - iterates b (2 * k + 1) =
        (1 / 2) ^ k + b * (1 / 4) ^ k := by
      linarith [step_odd b k]
    rw [(secondDiff_iterates b k).2, hs, abs_neg, abs_of_pos (by positivity),
      abs_of_pos (by positivity)]
    linarith
```

The four parts of the statement are convergence of the iterates to s, nonvanishing of every second difference, and the two limits of the Aitken values. In Lean, `Tendsto f atTop (𝓝 L)` says that f(n) → L as n → ∞. The proof splits n by parity for the second part, uses `aitken_even` for the third and `aitken_tendsto_along` for the fourth.

If the whole sequence A(n) had a real limit L, both halves would share it:

L = s − 1/b and L = s,

which forces 1/b = 0, impossible for b > 0.

```lean
/-- For `b > 0` the Aitken values of the iterates have no limit. -/
theorem aitken_no_limit {b : ℝ} (hb : 0 < b) (L : ℝ) :
    ¬ Tendsto (aitken (iterates b)) atTop (𝓝 L) := by
  intro h
  obtain ⟨-, -, he, ho⟩ := aitken_not_regular hb
  have h2 : Tendsto (fun k : ℕ => 2 * k) atTop atTop :=
    tendsto_atTop_mono (fun k => (by omega : k ≤ 2 * k)) tendsto_id
  have h3 : Tendsto (fun k : ℕ => 2 * k + 1) atTop atTop :=
    tendsto_atTop_mono (fun k => (by omega : k ≤ 2 * k + 1)) tendsto_id
  have e1 := tendsto_nhds_unique (h.comp h2) he
  have e2 := tendsto_nhds_unique (h.comp h3) ho
  have hpos : 0 < 1 / b := by positivity
  linarith
```

The theorem takes an arbitrary real `L` and refutes convergence to it. Uniqueness of limits, `tendsto_nhds_unique`, supplies the two equations, and `linarith` finds the contradiction.

For b = 1 the limit is s = 4 + 4/3 = 16/3, and the extrapolated values satisfy

A(2k) → 16/3 − 1 = 13/3 and A(2k+1) → 16/3.

```lean
/-- With increments `2^(-k)` and `2^(-k) + 4^(-k)` the iterates tend to `16/3`, while the Aitken
values tend to `16/3 - 1` along even indices and to `16/3` along odd ones. -/
theorem aitken_unit_offset :
    Tendsto (iterates 1) atTop (𝓝 (16 / 3)) ∧
    Tendsto (fun k => aitken (iterates 1) (2 * k)) atTop (𝓝 (16 / 3 - 1)) ∧
    Tendsto (fun k => aitken (iterates 1) (2 * k + 1)) atTop (𝓝 (16 / 3)) := by
  obtain ⟨h, -, he, ho⟩ := aitken_not_regular (b := 1) one_pos
  have e : (4 + 4 * 1 / 3 : ℝ) = 16 / 3 := by norm_num
  rw [e] at h he ho
  rw [div_one] at he
  exact ⟨h, he, ho⟩

end

end AitkenNonRegular
```

```lean
#print axioms AitkenNonRegular.aitken_no_limit
#print axioms AitkenNonRegular.aitken_unit_offset
```

```
'AitkenNonRegular.aitken_no_limit' depends on axioms: [propext, Classical.choice, Quot.sound]
'AitkenNonRegular.aitken_unit_offset' depends on axioms: [propext, Classical.choice, Quot.sound]
```

## From a prescribed sequence to an SCF run

For SCF practice, this one explicitly prescribed real sequence shows that convergence of a scalar and nonzero denominators do not together guarantee that its Aitken extrapolants converge. A second difference that is small compared with the increment calls for caution, because the division then amplifies any departure from geometric convergence. It does not by itself show that the extrapolated value is wrong: for an exactly geometric error with ratio close to 1 it is small too, and the extrapolation is exact.

What separates the example from an actual calculation is the origin of the numbers: the increments are postulated, not generated by an SCF map. From the closed form, the error s − x(n) shrinks by factors that approach 3/4 and 2/3 in alternation. A fixed scalar map differentiable at s would give a single limiting factor, so it cannot produce this sequence. Alternation of this kind can arise when a mixing parameter switches between two values. It can also arise in a fixed iteration of several variables, as an SCF cycle is, when the two dominant eigenvalues of the linearised map have equal size and opposite sign. These comments on possible origins are an informal addition to the checked theorems.
